# For a finite chain with nearest-neighbour couplings, each row of (z − H)v is a three-term recurrence

The Hamiltonian H of a finite chain with sites 0 to N is a tridiagonal matrix, with real on-site energies a_k and real couplings b_k between sites k and k + 1. The theorem `resolvent_row` states that, for any complex z and any complex vector v, normalised or not, the k-th component of (z − H)v is z v_k − (b_{k−1} v_{k−1} + a_k v_k + b_k v_{k+1}). The b_{k−1} term is absent at site 0, and the amplitude is taken as zero beyond site N. The proof writes the k-th component of Hv as a sum over sites, keeps the terms that the tridiagonal form allows, and treats site 0 separately from the rest.

In Lean, a first try:

```lean
import Mathlib

open Matrix

namespace TwoSidedContinuedFraction

noncomputable section

/-- The tridiagonal Hamiltonian of a chain with sites `0, ..., N`, on-site energies `a i`
and real couplings `b i` between sites `i` and `i + 1`. -/
def chainH (a b : ℕ → ℝ) (N : ℕ) : Matrix (Fin (N + 1)) (Fin (N + 1)) ℂ :=
  fun i j => (if (i : ℕ) = j then (a i : ℂ) else 0) +
    (if (i : ℕ) + 1 = j then (b i : ℂ) else 0) + (if (j : ℕ) + 1 = i then (b j : ℂ) else 0)

/-- The three-term action of the chain Hamiltonian on an amplitude `w`. -/
def chainAct (a b : ℕ → ℝ) (w : ℕ → ℂ) : ℕ → ℂ
  | 0 => a 0 * w 0 + b 0 * w 1
  | k + 1 => b k * w k + a (k + 1) * w (k + 1) + b (k + 1) * w (k + 1 + 1)

/-- An amplitude on the chain, continued by zero beyond the last site. -/
def pad (N : ℕ) (v : Fin (N + 1) → ℂ) (k : ℕ) : ℂ :=
  if h : k < N + 1 then v ⟨k, h⟩ else 0

/-- Each row of `(z - H) v` is the three-term recurrence of the chain. -/
theorem resolvent_row (a b : ℕ → ℝ) (N : ℕ) (z : ℂ) (v : Fin (N + 1) → ℂ) (k : Fin (N + 1)) :
    ((z • (1 : Matrix (Fin (N + 1)) (Fin (N + 1)) ℂ) - chainH a b N) *ᵥ v) k =
      z * pad N v k - chainAct a b (pad N v) k := by
  have hp : ∀ j : Fin (N + 1), pad N v j = v j := fun j => by simp [pad]
  have hH : (chainH a b N *ᵥ v) k = chainAct a b (pad N v) k := by
    rcases k with ⟨k, hk⟩
    change _ = chainAct a b (pad N v) k
    have h1 : (chainH a b N *ᵥ v) ⟨k, hk⟩ = ∑ j ∈ Finset.range (N + 1),
        ((if k = j then (a k : ℂ) else 0) + (if k + 1 = j then (b k : ℂ) else 0) +
          (if j + 1 = k then (b j : ℂ) else 0)) * pad N v j := by
      rw [Finset.sum_range]
      refine Finset.sum_congr rfl fun j _ => ?_
      rw [hp j]
      rfl
    have h2 : (if k + 1 < N + 1 then (b k : ℂ) * pad N v (k + 1) else 0) =
        b k * pad N v (k + 1) := by
      split_ifs with h
      · rfl
      · rw [pad, dif_neg h, mul_zero]
    rw [h1]
    simp only [add_mul, Finset.sum_add_distrib, ite_mul, zero_mul, Finset.sum_ite_eq,
      Finset.mem_range]
    rw [if_pos hk, h2]
    cases k with
    | zero => simp [chainAct]
    | succ k =>
      rw [Finset.sum_eq_single k]
      · rw [if_pos rfl]
        simp only [chainAct]
        ring
      · intro x _ hx
        rw [if_neg (by omega)]
      · intro h
        exact absurd (Finset.mem_range.mpr (by omega)) h
  rw [Matrix.sub_mulVec, Matrix.smul_mulVec, Matrix.one_mulVec, Pi.sub_apply, Pi.smul_apply,
    smul_eq_mul, hH, hp]

end

end TwoSidedContinuedFraction
```

Lean reports:

```
Main.lean:28:59: error: unsolved goals
a b : ℕ → ℝ
N : ℕ
z : ℂ
v : Fin (N + 1) → ℂ
k j : Fin (N + 1)
⊢ N < ↑j → 0 = v j
Main.lean:36:6: error: Type mismatch
  Finset.sum_congr rfl fun j x => ?m.163
has type
  Finset.sum ?m.160 ?m.157 = Finset.sum ?m.160 ?m.158
but is expected to have type
  (chainH a b N *ᵥ v) ⟨k, hk⟩ =
    ∑ i,
      (((if k = ↑i then ↑(a k) else 0) + if k + 1 = ↑i then ↑(b k) else 0) + if ↑i + 1 = k then ↑(b ↑i) else 0) *
        pad N v ↑i
```

Cause. The first error is in `hp`, which says that the zero-padded amplitude agrees with `v` on the chain. `simp [pad]` unfolds the definition but does not settle its condition `↑j < N + 1`. It leaves the out-of-range case, `N < ↑j → 0 = v j`, whose hypothesis is impossible because `j` is in `Fin (N + 1)`. The repair supplies that bound as `j.isLt`, so `dif_pos` selects the branch with `v`, and `rw` closes the goal by reflexivity.

The second error is in `h1`. `Finset.sum_congr` proves an equality between two `Finset.sum` expressions, but the left side here is an entry of a matrix-vector product, `(chainH a b N *ᵥ v) ⟨k, hk⟩`. That entry is a sum by definition, yet Lean did not unfold it to match the lemma. The added `change` states the sum explicitly, which Lean accepts as definitionally equal, and `Finset.sum_congr` can then compare the two sums term by term.

The mended proof, as a diff:

```diff
@@ -26,5 +26,5 @@
     ((z • (1 : Matrix (Fin (N + 1)) (Fin (N + 1)) ℂ) - chainH a b N) *ᵥ v) k =
       z * pad N v k - chainAct a b (pad N v) k := by
-  have hp : ∀ j : Fin (N + 1), pad N v j = v j := fun j => by simp [pad]
+  have hp : ∀ j : Fin (N + 1), pad N v j = v j := fun j => by rw [pad, dif_pos j.isLt]
   have hH : (chainH a b N *ᵥ v) k = chainAct a b (pad N v) k := by
     rcases k with ⟨k, hk⟩
@@ -34,4 +34,5 @@
           (if j + 1 = k then (b j : ℂ) else 0)) * pad N v j := by
       rw [Finset.sum_range]
+      change ∑ j, chainH a b N ⟨k, hk⟩ j * v j = _
       refine Finset.sum_congr rfl fun j _ => ?_
       rw [hp j]
```
